# Tracing one particle out of the (N+1)-particle Kronecker-delta determinant on M points gives M − N times the N-particle determinant

A routine that traces one of two or more particles out of a determinant of Kronecker deltas, but uses the factor for distinguishable particles, in general returns a kernel with the wrong normalisation. On four points, tracing one of two distinguishable particles out of the identity kernel gives a factor of 4. For the determinant of Kronecker deltas the factor is 3, because the remaining particle blocks one point. The error compounds when the trace is repeated: for three particles on four points the full trace is \(4\cdot3\cdot2=24\), not \(4^3=64\).

## The partial-trace identity

Let \(X\) be a finite set with \(M\) elements, the one-particle points. They may be lattice sites, orthonormal orbitals or spin orbitals; if spin is part of the label, \(M\) counts the spin states too. A configuration of \(N\) particles is a list \(x=(x_0,\dots,x_{N-1})\) of points, in which repetitions are allowed. Write \(\delta(a,b)\) for the Kronecker delta, and define

\[
D_N(x,y)=\det\bigl(\delta(x_i,y_j)\bigr)_{i,j=0}^{N-1}.
\]

Let \((x,z)\) be the configuration \(x\) with one more particle appended at \(z\). Then, for all configurations \(x\) and \(y\), equal or not,

\[
\sum_{z\in X} D_{N+1}\bigl((x,z),(y,z)\bigr)=(M-N)\,D_N(x,y).
\]

The antisymmetrizer has the kernel \(P_N=D_N/N!\). Dividing the identity by \((N+1)!\) gives the factor for a code that stores this normalised kernel:

\[
\sum_{z\in X} P_{N+1}\bigl((x,z),(y,z)\bigr)=\frac{M-N}{N+1}\,P_N(x,y).
\]

The second factor is the first divided by \(N+1\), so a routine that multiplies by a closed-form factor, instead of carrying out the sum over \(z\), must use the one that belongs to its kernel.

## Reduced density matrices at infinite temperature

In a finite one-particle basis, the infinite-temperature state of \(N\) fermions at fixed particle number, with \(N\le M\), has the density matrix \(P_N/\binom MN\). If \(N+1\le M\), the identity shows that tracing one particle out of the corresponding state of \(N+1\) fermions gives

\[
\frac{1}{\binom{M}{N+1}}\,\frac{M-N}{N+1}\,P_N=\frac{P_N}{\binom MN},
\]

which is the infinite-temperature state of \(N\) fermions, with trace one. A code that builds reduced density matrices by explicit contraction can use this as an exact reference, off the diagonal as well as on it.

The same contraction occurs in symbolic programs that simplify antisymmetrized products of deltas. There \(D_N\) is the generalised Kronecker delta, and the identity removes one pair of repeated indices.

## Counting the empty points

**The kernel.** The Leibniz formula expands the determinant over the permutations \(\sigma\) of the \(N\) labels:

\[
D_N(x,y)=\sum_\sigma \operatorname{sgn}(\sigma)\prod_{i=0}^{N-1}\delta(x_{\sigma(i)},y_i).
\]

The product is 1 if \(x_{\sigma(i)}=y_i\) for every \(i\), that is, if \(x\circ\sigma=y\), and 0 otherwise. The antisymmetrizer is the signed average of a wavefunction over all permutations of its arguments, so

\[
(A\psi)(x)=\frac1{N!}\sum_\sigma\operatorname{sgn}(\sigma)\,\psi(x\circ\sigma)
=\sum_y\frac{D_N(x,y)}{N!}\,\psi(y).
\]

The second equality holds because, for each \(\sigma\), exactly one configuration \(y\) equals \(x\circ\sigma\).

**One remaining particle.** For \(N=1\) the enlarged determinant is two by two:

\[
D_2\bigl((x_0,z),(y_0,z)\bigr)=\delta(x_0,y_0)-\delta(x_0,z)\,\delta(z,y_0).
\]

Summing over \(z\) gives \(M\delta(x_0,y_0)-\delta(x_0,y_0)=(M-1)\,\delta(x_0,y_0)\). The exchange term accounts for the missing unit.

**Distinct points in \(x\).** For general \(N\), suppose first that the points of \(x\) are all different. There are two kinds of \(z\).

- If \(z=x_i\) for some \(i<N\), rows \(i\) and \(N\) of the enlarged matrix are equal, and the determinant is zero.
- If \(z\) is not occupied in \(x\), the last column has the entries \(\delta(x_i,z)=0\) for \(i<N\) and \(\delta(z,z)=1\) in row \(N\). Laplace expansion along this column leaves one term, with sign \((-1)^{N+N}=1\) and minor \(D_N(x,y)\).

The second case doesn't require \(z\) to be absent from \(y\). If \(z\) does occur in \(y\), the last row has further nonzero entries, but the expansion along the column never uses them.

Exactly \(N\) points are occupied and \(M-N\) are empty. Each empty point contributes \(D_N(x,y)\), so the sum is \((M-N)D_N(x,y)\).

**A repeated point in \(x\).** If \(x_i=x_j\) with \(i\ne j\), rows \(i\) and \(j\) are equal both in the matrix of \(D_N(x,y)\) and in every enlarged matrix. Both sides of the identity vanish. This covers every configuration with \(N>M\), where some point must be repeated and the negative factor \(M-N\) multiplies zero.

**The full trace.** Let \(T_N=\sum_x D_N(x,x)\). The empty determinant is 1, so \(T_0=1\). Setting \(y=x\) in the identity and summing over \(x\) gives \(T_{N+1}=(M-N)T_N\), and hence

\[
T_N=M(M-1)\cdots(M-N+1),\qquad \sum_x\frac{D_N(x,x)}{N!}=\binom MN.
\]

Both are zero when \(N>M\). The binomial coefficient is the number of ways to place \(N\) fermions on \(M\) points.

## The Lean file

```lean
import Mathlib

open Finset

namespace AntisymmetrizerPartialTrace

noncomputable section

variable {X : Type*} [DecidableEq X] {N : ℕ}

/-- The determinant of Kronecker deltas between two configurations of `N` particles. -/
def deltaDet (x y : Fin N → X) : ℂ :=
  Matrix.det (Matrix.of fun i j => if x i = y j then (1 : ℂ) else 0)

/-- The configuration `(x, z)`: one more particle, placed at `z`, after those of `x`. -/
def addParticle (x : Fin N → X) (z : X) : Fin (N + 1) → X :=
  Fin.snoc (α := fun _ => X) x z

/-- The antisymmetrizer: the signed average of a wavefunction over all permutations
of its arguments. -/
def antisymmetrize (ψ : (Fin N → X) → ℂ) (x : Fin N → X) : ℂ :=
  (N.factorial : ℂ)⁻¹ *
    ∑ σ : Equiv.Perm (Fin N), ((Equiv.Perm.sign σ : ℤ) : ℂ) * ψ (x ∘ σ)

omit [DecidableEq X] in
/-- Adding a particle leaves the positions of the earlier ones unchanged, and the new
particle sits at `z`. -/
theorem addParticle_apply (x : Fin N → X) (z : X) :
    (∀ i : Fin N, addParticle x z i.castSucc = x i) ∧
      addParticle x z (Fin.last N) = z :=
  ⟨fun i => by simp [addParticle], by simp [addParticle]⟩

/-- The determinant is the signed count of the permutations that carry `x` to `y`. -/
theorem deltaDet_eq_sum_perm (x y : Fin N → X) :
    deltaDet x y = ∑ σ : Equiv.Perm (Fin N),
      ((Equiv.Perm.sign σ : ℤ) : ℂ) * (if x ∘ σ = y then 1 else 0) := by
  unfold deltaDet
  rw [Matrix.det_apply']
  refine Finset.sum_congr rfl fun σ _ => ?_
  congr 1
  simp only [Matrix.of_apply]
  by_cases h : x ∘ σ = y
  · rw [if_pos h]
    exact Finset.prod_eq_one fun i _ => if_pos (congrFun h i)
  · rw [if_neg h]
    obtain ⟨i, hi⟩ := Function.ne_iff.mp h
    exact Finset.prod_eq_zero (Finset.mem_univ i) (if_neg hi)

/-- The antisymmetrizer acts on wavefunctions through the kernel `deltaDet x y / N!`. -/
theorem antisymmetrize_eq_kernel [Fintype X] (ψ : (Fin N → X) → ℂ) (x : Fin N → X) :
    antisymmetrize ψ x =
      ∑ y : Fin N → X, ((N.factorial : ℂ)⁻¹ * deltaDet x y) * ψ y := by
  unfold antisymmetrize
  simp only [mul_assoc]
  rw [← Finset.mul_sum]
  congr 1
  simp only [deltaDet_eq_sum_perm, Finset.sum_mul]
  rw [Finset.sum_comm]
  refine Finset.sum_congr rfl fun σ _ => ?_
  -- only the permuted configuration contributes
  rw [Finset.sum_eq_single (x ∘ σ)]
  · rw [if_pos rfl, mul_one]
  · intro y _ hy
    rw [if_neg (Ne.symm hy), mul_zero, zero_mul]
  · intro h
    exact absurd (Finset.mem_univ _) h

/-- The determinant vanishes if two particles of `x` share a point. -/
theorem deltaDet_eq_zero_of_coincidence (x y : Fin N → X) {i j : Fin N}
    (hij : i ≠ j) (h : x i = x j) : deltaDet x y = 0 := by
  unfold deltaDet
  apply Matrix.det_zero_of_row_eq hij
  funext k
  simp only [Matrix.of_apply, h]

/-- Adding to both configurations a particle at a point not occupied in `x` leaves the
determinant unchanged. -/
theorem deltaDet_addParticle_of_empty (x y : Fin N → X) (z : X) (h : ∀ i, x i ≠ z) :
    deltaDet (addParticle x z) (addParticle y z) = deltaDet x y := by
  have hs : (-1 : ℂ) ^ (N + N) = 1 := Even.neg_one_pow ⟨N, rfl⟩
  unfold deltaDet
  -- Laplace expansion along the column of the added particle
  rw [Matrix.det_succ_column _ (Fin.last N), Fin.sum_univ_castSucc,
    Finset.sum_eq_zero, zero_add]
  · simp only [Matrix.of_apply, (addParticle_apply x z).2, (addParticle_apply y z).2,
      if_true, Fin.val_last, hs, one_mul]
    congr 1
    ext i j
    simp [Fin.succAbove_last, (addParticle_apply x z).1, (addParticle_apply y z).1]
  · intro i _
    simp [(addParticle_apply x z).1, (addParticle_apply y z).2, h i]

/-- Partial trace over one particle: summing the `(N+1)`-particle determinant over a common
last point gives `M - N` times the `N`-particle determinant, `M` being the number of points. -/
theorem sum_deltaDet_addParticle [Fintype X] (x y : Fin N → X) :
    ∑ z : X, deltaDet (addParticle x z) (addParticle y z) =
      ((Fintype.card X : ℂ) - N) * deltaDet x y := by
  by_cases hx : Function.Injective x
  · -- each occupied point removes one copy of the determinant
    have key : ∀ z : X, deltaDet (addParticle x z) (addParticle y z) =
        deltaDet x y - (if z ∈ Finset.univ.image x then deltaDet x y else 0) := by
      intro z
      by_cases hz : z ∈ Finset.univ.image x
      · rw [if_pos hz, sub_self]
        obtain ⟨i, _, hi⟩ := Finset.mem_image.mp hz
        apply deltaDet_eq_zero_of_coincidence _ _ (Fin.castSucc_lt_last i).ne
        rw [(addParticle_apply x z).1, (addParticle_apply x z).2, hi]
      · rw [if_neg hz, sub_zero]
        exact deltaDet_addParticle_of_empty x y z fun i hi =>
          hz (Finset.mem_image.mpr ⟨i, Finset.mem_univ i, hi⟩)
    simp only [key, Finset.sum_sub_distrib, Finset.sum_ite_mem, Finset.univ_inter,
      Finset.sum_const, Finset.card_image_of_injective _ hx, Finset.card_univ,
      Fintype.card_fin, nsmul_eq_mul]
    ring
  · -- a doubly occupied point makes both sides vanish
    obtain ⟨i, j, h, hij⟩ : ∃ i j, x i = x j ∧ i ≠ j := by
      simpa [Function.Injective] using hx
    rw [deltaDet_eq_zero_of_coincidence x y hij h, mul_zero]
    refine Finset.sum_eq_zero fun z _ => ?_
    apply deltaDet_eq_zero_of_coincidence _ _
      (fun e => hij (Fin.castSucc_injective N e))
    rw [(addParticle_apply x z).1, (addParticle_apply x z).1, h]

/-- The full trace of the determinant kernel is the falling factorial
`M (M - 1) ⋯ (M - N + 1)`. -/
theorem sum_deltaDet_diagonal [Fintype X] (N : ℕ) :
    ∑ x : Fin N → X, deltaDet x x = ((Fintype.card X).descFactorial N : ℂ) := by
  induction N with
  | zero => simp [deltaDet]
  | succ N ih =>
    -- split off the last particle and trace it out
    have e : ∑ x : Fin (N + 1) → X, deltaDet x x =
        ∑ p : X × (Fin N → X), deltaDet (addParticle p.2 p.1) (addParticle p.2 p.1) :=
      (Fintype.sum_equiv (Fin.snocEquiv (fun _ : Fin (N + 1) => X)) _ _
        (fun _ => rfl)).symm
    rw [e, Fintype.sum_prod_type_right]
    simp only [sum_deltaDet_addParticle]
    rw [← Finset.mul_sum, ih, Nat.descFactorial_succ]
    rcases le_or_gt N (Fintype.card X) with h | h
    · rw [Nat.cast_mul, Nat.cast_sub h]
    · rw [Nat.descFactorial_eq_zero_iff_lt.mpr h]
      simp

/-- The trace of the antisymmetrizer kernel is the binomial coefficient `M` choose `N`. -/
theorem trace_antisymmetrizer [Fintype X] (N : ℕ) :
    ∑ x : Fin N → X, (N.factorial : ℂ)⁻¹ * deltaDet x x =
      ((Fintype.card X).choose N : ℂ) := by
  have hN : (N.factorial : ℂ) ≠ 0 := Nat.cast_ne_zero.mpr N.factorial_ne_zero
  rw [← Finset.mul_sum, sum_deltaDet_diagonal, Nat.descFactorial_eq_factorial_mul_choose,
    Nat.cast_mul, inv_mul_cancel_left₀ hN]

end

end AntisymmetrizerPartialTrace
```

```lean
#print axioms AntisymmetrizerPartialTrace.antisymmetrize_eq_kernel
#print axioms AntisymmetrizerPartialTrace.sum_deltaDet_addParticle
#print axioms AntisymmetrizerPartialTrace.trace_antisymmetrizer
```

```
'AntisymmetrizerPartialTrace.antisymmetrize_eq_kernel' depends on axioms: [propext, Classical.choice, Quot.sound]
'AntisymmetrizerPartialTrace.sum_deltaDet_addParticle' depends on axioms: [propext, Classical.choice, Quot.sound]
'AntisymmetrizerPartialTrace.trace_antisymmetrizer' depends on axioms: [propext, Classical.choice, Quot.sound]
```

## How the theorems encode the particles

A configuration is a function `x : Fin N → X`, with particle labels from 0 to \(N-1\). It is an ordered list, neither sorted nor restricted to distinct points. The type `X` holds the one-particle points, and `Fintype.card X` is \(M\). `deltaDet x y` is \(D_N(x,y)\), with \(x\) labelling the rows and \(y\) the columns, and `addParticle x z` is \((x,z)\), with the new particle at label \(N\).

The main theorem, `sum_deltaDet_addParticle`, takes any two configurations `x` and `y` of the same length and makes no assumption about either. Its factor `((Fintype.card X : ℂ) - N)` is a difference of complex numbers, so it can be negative. No condition \(N\le M\) is needed, and both \(N=0\) and an empty `X` are allowed.

`antisymmetrize` is defined as the signed average over permutations, independently of the determinant. The theorem `antisymmetrize_eq_kernel` then connects the two, which is what justifies calling `deltaDet x y` divided by \(N!\) the antisymmetrizer kernel. `sum_deltaDet_diagonal` states the full trace as a falling factorial, and `trace_antisymmetrizer` states it as a binomial coefficient after division by \(N!\).

## How the proof follows the count

`addParticle_apply` records that the old particles keep their positions and that the new one sits at `z`. The later lemmas use it to read off the entries of the enlarged matrix.

`deltaDet_eq_sum_perm` is the Leibniz step. It splits on whether `x ∘ σ = y`: if so, every factor of the product is 1; if not, some label has a mismatch, and its zero factor kills the product. `antisymmetrize_eq_kernel` inserts this expansion, exchanges the sums over `y` and `σ`, and uses `Finset.sum_eq_single` to keep the one configuration `x ∘ σ`.

`deltaDet_eq_zero_of_coincidence` is the equal-rows argument, and so the form in which Pauli exclusion enters. `deltaDet_addParticle_of_empty` is the Laplace expansion: `Matrix.det_succ_column` expands along the last column, `Fin.sum_univ_castSucc` separates the final row from the others, and the hypothesis `h` that no particle of `x` sits at `z` makes the other terms zero.

The main proof splits on whether `x` is injective, meaning that its points are distinct. In the injective case, the intermediate statement `key` writes each summand as \(D_N(x,y)\) minus a correction, equal to \(D_N(x,y)\) if `z` is occupied and to zero otherwise. Summing gives \(M\) copies minus \(N\) copies, since an injective `x` occupies exactly \(N\) points, and `ring` collects them. In the other case, the coincidence lemma makes both sides zero.

The full trace is an induction on `N`. `Fin.snocEquiv` splits a configuration of \(N+1\) particles into its last point and the rest, after which the main theorem performs the inner sum. The final split between \(N\le M\) and \(N>M\) is needed because the falling factorial is a natural number, and natural-number subtraction stops at zero. `trace_antisymmetrizer` then cancels \(N!\).

## Exact deltas, a finite basis and a common last slot

The theorems concern exact complex arithmetic. They fix the value that a contraction should return, but say nothing about rounding, storage or the correctness of a particular implementation.

The one-particle basis is finite and orthonormal, since the matrix entries are Kronecker deltas. With nonorthogonal orbitals the deltas become overlaps, and on a quadrature grid the sum over \(z\) carries weights; neither case is treated. In the continuum \(M\) has no finite value, and the formula does not carry over as it stands.

The kernel describes the whole antisymmetric space and not a chosen many-body state. The density matrix of a single Slater determinant is in general a different object, so this factor should not be applied to it without a separate derivation. No Hamiltonian appears anywhere.

The added particle occupies the last slot in both configurations. Moving it to another slot in both at once changes nothing, because the row and column signs cancel. Moving it in only one of them can change the sign, so a code that contracts mismatched slots must keep track of that permutation.

The file establishes the kernel of the antisymmetrizer and its trace, but contains no theorem that the operator is a projector; reading the binomial coefficient as the dimension of the antisymmetric space relies on that familiar property.
